# With no net potential drop across the cell, the dipole of a periodic stack of linear dielectric layers equals its effective permittivity times the sum of its screened layer dipoles

## One polarized slab and its vacuum

Take a slab of thickness $d$, permittivity $\varepsilon$ and polarization $p$ at zero field, repeated periodically with vacuum of thickness $t$ between the copies. All vectors point along the stacking direction, and units are Gaussian. With no free charge at the surfaces, the displacement $D$ is the same in both regions. The field is therefore $D$ in the vacuum and $E=(D-4\pi p)/\varepsilon$ in the slab. A periodic potential has no net drop across the cell:

$$tD+d\,\frac{D-4\pi p}{\varepsilon}=0,\qquad\text{so}\qquad D=\frac{4\pi\,dp/\varepsilon}{t+d/\varepsilon}.$$

The vacuum carries no polarization, so the dipole per unit area is that of the slab,

$$d\,\frac{D-E}{4\pi}=\frac{(t+d)D}{4\pi}=\frac{t+d}{t+d/\varepsilon}\,\frac{dp}{\varepsilon},$$

where the first equality uses $dE=-tD$. For very thin vacuum this is close to $dp$, the dipole at zero field. For very thick vacuum it is close to $dp/\varepsilon$. The vacuum has no dipole of its own, yet its thickness changes the field in the slab.

## Many layers and their Lean description

Let finitely many layers, labelled by $i$, have thickness $d_i>0$, permittivity $\varepsilon_i>0$, zero-field polarization $p_i$ and field $E_i$. The predicate `IsPeriodicField d ε p E D` collects two conditions:

- `displacement` says that $D=\varepsilon_iE_i+4\pi p_i$ in every layer. This combines linear local response with the absence of free charge at the interfaces.
- `periodic` says that $\sum_i d_iE_i=0$, which is the condition that periodic boundary conditions impose when no external field is applied.

The layer labels form a finite type `ι`, and all quantities are real functions on it. Four more quantities are defined from them:

- `totalThickness` is $L=\sum_i d_i$.
- `effPermittivity` is $\varepsilon_{\rm eff}=L/S$ with $S=\sum_i d_i/\varepsilon_i$, the permittivity of layers in series.
- `screenedDipole` is $M_s=\sum_i d_ip_i/\varepsilon_i$.
- `cellDipole` is $M=\sum_i d_i(D-E_i)/(4\pi)$, the dipole per unit area. It uses the total polarization, including the part induced by $E_i$.

For at least one layer, `displacement_eq_screened` and `cellDipole_eq_screened` together state

$$M=\frac{LD}{4\pi}=\varepsilon_{\rm eff}\,M_s .$$

`existsUnique_field` adds that any such thicknesses, permittivities and polarizations admit exactly one solution for $D$ and the $E_i$.

A vacuum layer is added by `addLayer`, which extends the labels to `Option ι`: the label `none` is the vacuum, with permittivity 1 and polarization 0, and `some i` is an original layer. Here the original stack may even be empty. The last two theorems give the dipole for vacuum thickness $t>0$ and its limit as $t\to\infty$.

The model has sharp interfaces and one scalar permittivity per layer. It takes $\varepsilon_i$ and $p_i$ as given and does not derive them from an electronic Hamiltonian. Within this linear, local model, the result describes how the dipole of a slab in a periodic supercell calculation without a dipole correction depends on the vacuum thickness.

## From the potential drop to the dipole

The vanishing potential drop turns the cell dipole into a multiple of $D$:

$$M=\frac{D}{4\pi}\sum_i d_i-\frac1{4\pi}\sum_i d_iE_i=\frac{LD}{4\pi}.$$

To find $D$, multiply the constitutive relation of layer $i$ by $d_i/\varepsilon_i$:

$$D\,\frac{d_i}{\varepsilon_i}=d_iE_i+4\pi\,\frac{d_ip_i}{\varepsilon_i}.$$

Summing over the layers removes the field term and leaves $DS=4\pi M_s$. Since $S>0$, this gives $D=4\pi M_s/S$, and hence

$$M=\frac{L}{4\pi}\,\frac{4\pi M_s}{S}=\frac LS\,M_s=\varepsilon_{\rm eff}M_s.$$

For existence, take this $D$ and set $E_i=(D-4\pi p_i)/\varepsilon_i$. The constitutive relations then hold, and the potential drop is $\sum_i d_iE_i=DS-4\pi M_s=0$. For uniqueness, $DS=4\pi M_s$ fixes $D$, and the constitutive relations then fix every $E_i$.

Adding vacuum of thickness $t$ replaces $L$ by $t+L$ and $S$ by $t+S$. It leaves $M_s$ unchanged, because the new term is $t\cdot0/1=0$. Therefore

$$M(t)=\frac{t+L}{t+S}\,M_s=\left(1+\frac{L-S}{t+S}\right)M_s\longrightarrow M_s\qquad(t\to\infty).$$

The limit has a simple reading, which is left informal here: at $D=0$ the total polarization of layer $i$ is $p_i/\varepsilon_i$, so $M_s$ is the dipole of the stack at zero displacement.

## The Lean file

```lean
import Mathlib

open Filter Topology

namespace LayeredCellDipole

noncomputable section

variable {ι : Type*} [Fintype ι]

/-- The electrostatic conditions (Gaussian units) for a periodic stack of layers: the displacement
`εᵢ Eᵢ + 4π pᵢ` has the same value `D` in every layer, and the potential drop across the cell
vanishes. -/
structure IsPeriodicField (d ε p E : ι → ℝ) (D : ℝ) : Prop where
  displacement : ∀ i, D = ε i * E i + 4 * Real.pi * p i
  periodic : ∑ i, d i * E i = 0

/-- The thickness `L` of the cell. -/
def totalThickness (d : ι → ℝ) : ℝ := ∑ i, d i

/-- The effective permittivity `L / ∑ dᵢ/εᵢ` of layers in series, for nonzero `εᵢ` and a nonzero
sum `∑ dᵢ/εᵢ`. -/
def effPermittivity (d ε : ι → ℝ) : ℝ := totalThickness d / ∑ i, d i / ε i

/-- The sum of the layer dipoles `dᵢ pᵢ`, each divided by the permittivity of its own layer, for
nonzero `εᵢ`. -/
def screenedDipole (d ε p : ι → ℝ) : ℝ := ∑ i, d i * p i / ε i

/-- The dipole of the cell per unit area: thickness times total polarization `(D - Eᵢ)/(4π)`,
summed over the layers. -/
def cellDipole (d E : ι → ℝ) (D : ℝ) : ℝ := ∑ i, d i * ((D - E i) / (4 * Real.pi))

/-- A stack with one more layer, in which the added layer has the value `x` of the quantity `f`. -/
def addLayer (x : ℝ) (f : ι → ℝ) : Option ι → ℝ
  | none => x
  | some i => f i

/-- If the potential drop across the cell vanishes, the cell dipole is `L D/(4π)`. -/
theorem cellDipole_eq_displacement {d E : ι → ℝ} (D : ℝ) (h : ∑ i, d i * E i = 0) :
    cellDipole d E D = totalThickness d * D / (4 * Real.pi) := by
  have key : ∀ i, d i * ((D - E i) / (4 * Real.pi))
      = d i * (D / (4 * Real.pi)) - d i * E i * (1 / (4 * Real.pi)) := fun i => by ring
  unfold cellDipole totalThickness
  rw [Finset.sum_congr rfl (fun i _ => key i), Finset.sum_sub_distrib, ← Finset.sum_mul,
    ← Finset.sum_mul, h]
  ring

/-- For positive permittivities, the electrostatic conditions imply `D ∑ dᵢ/εᵢ = 4π ∑ dᵢ pᵢ/εᵢ`. -/
theorem displacement_balance {d ε p E : ι → ℝ} {D : ℝ} (hε : ∀ i, 0 < ε i)
    (h : IsPeriodicField d ε p E D) :
    D * ∑ i, d i / ε i = 4 * Real.pi * screenedDipole d ε p := by
  -- the constitutive relation of one layer, multiplied by `dᵢ/εᵢ`
  have key : ∀ i, D * (d i / ε i) = d i * E i + 4 * Real.pi * (d i * p i / ε i) := by
    intro i
    have hc : ε i * (ε i)⁻¹ = 1 := mul_inv_cancel₀ (hε i).ne'
    linear_combination (d i / ε i) * h.displacement i + d i * E i * hc
  unfold screenedDipole
  rw [Finset.mul_sum, Finset.sum_congr rfl (fun i _ => key i), Finset.sum_add_distrib,
    h.periodic, zero_add, ← Finset.mul_sum]

/-- In a periodic stack of at least one layer, with positive thicknesses and permittivities,
`L D/(4π)` equals the effective permittivity times `∑ dᵢ pᵢ/εᵢ`. -/
theorem displacement_eq_screened [Nonempty ι] {d ε p E : ι → ℝ} {D : ℝ}
    (hd : ∀ i, 0 < d i) (hε : ∀ i, 0 < ε i) (h : IsPeriodicField d ε p E D) :
    totalThickness d * D / (4 * Real.pi) = effPermittivity d ε * screenedDipole d ε p := by
  have hS : 0 < ∑ i, d i / ε i :=
    Finset.sum_pos (fun i _ => div_pos (hd i) (hε i)) Finset.univ_nonempty
  have hpi := Real.pi_ne_zero
  have hD : D = 4 * Real.pi * screenedDipole d ε p / ∑ i, d i / ε i := by
    rw [eq_div_iff hS.ne']
    exact displacement_balance hε h
  unfold effPermittivity
  rw [hD]
  field_simp

/-- In a periodic stack of at least one layer, with positive thicknesses and permittivities, the
dipole of the cell is the effective permittivity times `∑ dᵢ pᵢ/εᵢ`. -/
theorem cellDipole_eq_screened [Nonempty ι] {d ε p E : ι → ℝ} {D : ℝ}
    (hd : ∀ i, 0 < d i) (hε : ∀ i, 0 < ε i) (h : IsPeriodicField d ε p E D) :
    cellDipole d E D = effPermittivity d ε * screenedDipole d ε p :=
  (cellDipole_eq_displacement D h.periodic).trans (displacement_eq_screened hd hε h)

/-- For at least one layer, positive thicknesses and permittivities, and any polarizations, exactly
one displacement and one set of layer fields satisfy the electrostatic conditions. -/
theorem existsUnique_field [Nonempty ι] {d ε : ι → ℝ} (p : ι → ℝ)
    (hd : ∀ i, 0 < d i) (hε : ∀ i, 0 < ε i) :
    ∃! s : ℝ × (ι → ℝ), IsPeriodicField d ε p s.2 s.1 := by
  have hS : 0 < ∑ i, d i / ε i :=
    Finset.sum_pos (fun i _ => div_pos (hd i) (hε i)) Finset.univ_nonempty
  obtain ⟨D₀, hD₀⟩ : ∃ D₀ : ℝ, D₀ * ∑ i, d i / ε i = 4 * Real.pi * screenedDipole d ε p :=
    ⟨_, div_mul_cancel₀ _ hS.ne'⟩
  refine ⟨(D₀, fun i => (D₀ - 4 * Real.pi * p i) / ε i), ⟨fun i => ?_, ?_⟩, ?_⟩
  · have hc : ε i * (ε i)⁻¹ = 1 := mul_inv_cancel₀ (hε i).ne'
    show D₀ = ε i * ((D₀ - 4 * Real.pi * p i) / ε i) + 4 * Real.pi * p i
    linear_combination -(D₀ - 4 * Real.pi * p i) * hc
  · -- the potential drop vanishes by the choice of `D₀`
    show ∑ i, d i * ((D₀ - 4 * Real.pi * p i) / ε i) = 0
    have key : ∀ i, d i * ((D₀ - 4 * Real.pi * p i) / ε i)
        = D₀ * (d i / ε i) - 4 * Real.pi * (d i * p i / ε i) := fun i => by ring
    rw [Finset.sum_congr rfl (fun i _ => key i), Finset.sum_sub_distrib, ← Finset.mul_sum,
      ← Finset.mul_sum, hD₀]
    exact sub_self _
  · rintro ⟨D, E⟩ h
    have h' : IsPeriodicField d ε p E D := h
    have hD : D = D₀ :=
      mul_right_cancel₀ hS.ne' ((displacement_balance hε h').trans hD₀.symm)
    refine Prod.ext hD (funext fun i => ?_)
    show E i = (D₀ - 4 * Real.pi * p i) / ε i
    rw [eq_div_iff (hε i).ne']
    linear_combination hD - h'.displacement i

/-- An unpolarized vacuum layer of any thickness `t` contributes nothing to `∑ dᵢ pᵢ/εᵢ`. -/
theorem screenedDipole_addVacuum (d ε p : ι → ℝ) (t : ℝ) :
    screenedDipole (addLayer t d) (addLayer 1 ε) (addLayer 0 p) = screenedDipole d ε p := by
  simp only [screenedDipole, Fintype.sum_option, addLayer, mul_zero, zero_div, zero_add]

/-- With vacuum of thickness `t > 0` added to layers of positive thickness and permittivity, the
cell dipole is `(t + L)/(t + ∑ dᵢ/εᵢ)` times the sum `∑ dᵢ pᵢ/εᵢ` over the original layers. -/
theorem cellDipole_addVacuum {d ε p : ι → ℝ} {t D : ℝ} {E : Option ι → ℝ}
    (hd : ∀ i, 0 < d i) (hε : ∀ i, 0 < ε i) (ht : 0 < t)
    (h : IsPeriodicField (addLayer t d) (addLayer 1 ε) (addLayer 0 p) E D) :
    cellDipole (addLayer t d) E D
      = (t + totalThickness d) / (t + ∑ i, d i / ε i) * screenedDipole d ε p := by
  have hd' : ∀ o, 0 < addLayer t d o := by
    rintro (_ | i)
    · exact ht
    · exact hd i
  have hε' : ∀ o, 0 < addLayer 1 ε o := by
    rintro (_ | i)
    · exact one_pos
    · exact hε i
  rw [cellDipole_eq_screened hd' hε' h, screenedDipole_addVacuum]
  simp only [effPermittivity, totalThickness, Fintype.sum_option, addLayer, div_one]

/-- For layers of positive thickness and permittivity, the dipole of the periodic cell tends to
`∑ dᵢ pᵢ/εᵢ` as the thickness of the added vacuum grows without bound. -/
theorem tendsto_cellDipole_vacuum {d ε p : ι → ℝ} {D : ℝ → ℝ} {E : ℝ → Option ι → ℝ}
    (hd : ∀ i, 0 < d i) (hε : ∀ i, 0 < ε i)
    (h : ∀ t, 0 < t →
      IsPeriodicField (addLayer t d) (addLayer 1 ε) (addLayer 0 p) (E t) (D t)) :
    Tendsto (fun t => cellDipole (addLayer t d) (E t) (D t)) atTop
      (𝓝 (screenedDipole d ε p)) := by
  have hS : 0 ≤ ∑ i, d i / ε i :=
    Finset.sum_nonneg (fun i _ => (div_pos (hd i) (hε i)).le)
  have hden : Tendsto (fun t : ℝ => t + ∑ i, d i / ε i) atTop atTop :=
    tendsto_atTop_add_const_right atTop _ tendsto_id
  -- the prefactor is one plus a term that decays like the inverse vacuum thickness
  have hlim : Tendsto (fun t : ℝ => (1 + (totalThickness d - ∑ i, d i / ε i)
      / (t + ∑ i, d i / ε i)) * screenedDipole d ε p) atTop (𝓝 (screenedDipole d ε p)) := by
    have h1 := ((tendsto_const_nhds (x := totalThickness d - ∑ i, d i / ε i)).div_atTop
      hden).const_add 1
    simpa only [add_zero, one_mul] using h1.mul_const (screenedDipole d ε p)
  refine hlim.congr' ?_
  filter_upwards [eventually_gt_atTop (0 : ℝ)] with t ht
  have hne : t + ∑ i, d i / ε i ≠ 0 := by linarith
  rw [cellDipole_addVacuum hd hε ht (h t ht)]
  congr 1
  rw [eq_div_iff hne, add_mul, div_mul_cancel₀ _ hne]
  ring

end

end LayeredCellDipole
```

```lean
#print axioms LayeredCellDipole.cellDipole_eq_screened
-- 'LayeredCellDipole.cellDipole_eq_screened' depends on axioms: [propext, Classical.choice, Quot.sound]
#print axioms LayeredCellDipole.existsUnique_field
-- 'LayeredCellDipole.existsUnique_field' depends on axioms: [propext, Classical.choice, Quot.sound]
#print axioms LayeredCellDipole.tendsto_cellDipole_vacuum
-- 'LayeredCellDipole.tendsto_cellDipole_vacuum' depends on axioms: [propext, Classical.choice, Quot.sound]
```

## How the lemmas carry the argument

`cellDipole_eq_displacement` needs only the vanishing potential drop. Its `key` splits each summand into a $D$ part and an $E_i$ part, and rewriting with `h` removes the second sum.

`displacement_balance` proves $DS=4\pi M_s$. Its `key` is the constitutive relation multiplied by $d_i/\varepsilon_i$. The call to `linear_combination` performs this multiplication and uses `hc`, which says $\varepsilon_i\varepsilon_i^{-1}=1$, to cancel the permittivity in the field term.

`displacement_eq_screened` first obtains $S>0$ from the positive thicknesses and permittivities and the presence of at least one layer. It then solves the balance for $D$, and `field_simp` clears the remaining fractions. `cellDipole_eq_screened` chains this equality with the first lemma.

In `existsUnique_field`, the number `D₀` is chosen to satisfy the balance. The next two goals check the constitutive relations and the potential drop for the fields written above. The last goal takes an arbitrary solution, cancels $S$ to identify its displacement with `D₀`, and recovers each field from its constitutive relation.

`screenedDipole_addVacuum` splits the sum over `Option ι` into the vacuum term and the rest. `cellDipole_addVacuum` checks that the enlarged stack still has positive data, applies the general formula and simplifies the prefactor.

`tendsto_cellDipole_vacuum` takes one solution of the electrostatic conditions for each $t>0$. `hlim` proves the limit for the form $1+(L-S)/(t+S)$ of the prefactor. `hlim.congr'` transfers it to the cell dipole, since the two expressions agree for all positive $t$, and so for all sufficiently large $t$.
